# A one-pole fit to a symmetric spectrum at ±iy has its pole at zero energy

A calculation for an insulator often delivers the Green's function at imaginary frequencies, while the gap is to be read off on the real axis. A Padé fit bridges the two: a rational function is matched to the imaginary-frequency data and then evaluated near real frequencies. Suppose that the fit has too few poles for the spectrum, in the simplest case one pole for levels on both sides of a gap. What does it show inside the gap?

Energies are measured from the middle of the gap, with $\hbar=1$. The levels come in pairs at $\pm d_j$, where $j$ runs over a finite index set, called `ι` in the code.

In Lean 4 with Mathlib:

```lean
import Mathlib

open Complex Filter Topology

namespace UnderfittedPade

noncomputable section

variable {ι : Type*} [Fintype ι]
```

## Level pairs and their Green's function

A pair whose two levels carry weight one half each has the Green's function

$$g_d(z)=\frac12\left(\frac1{z-d}+\frac1{z+d}\right).$$

The real parameter `d` is the level energy, and `z` is a complex frequency.

```lean
/-- Green's function of two levels at `d` and `-d` with weight one half each,
for `z` different from `d` and `-d`. -/
def levelPair (d : ℝ) (z : ℂ) : ℂ := 1 / 2 * (1 / (z - d) + 1 / (z + d))
```

With a real weight $w_j$ for each pair, the full Green's function is $G(z)=\sum_j w_j\,g_{d_j}(z)$. The model is thus a finite set of sharp levels, symmetric about zero in position and weight.

```lean
/-- Green's function of a symmetric spectrum: level pairs at `± d j` with weights `w j`,
for `z` away from all levels. -/
def gappedG (w d : ι → ℝ) (z : ℂ) : ℂ := ∑ j, (w j : ℂ) * levelPair (d j) z
```

The weight that the fit will turn out to keep is

$$Z(y)=\sum_j w_j\,\frac{y^2}{y^2+d_j^2}.$$

```lean
/-- The weight `∑ w j y² / (y² + d j²)`, for `y ≠ 0`. -/
def retainedWeight (w d : ι → ℝ) (y : ℝ) : ℝ := ∑ j, w j * (y ^ 2 / (y ^ 2 + d j ^ 2))
```

## What matching and spectral function mean

A fit $N/D$ matches $G$ at $\pm iy$ if $D$ is nonzero at both points and the quotient equals $G$ there. For the one-pole form $a/(z-b)$, with $a$ and $b$ complex, the condition on $D$ says $b\neq\pm iy$. The data are taken to be free of noise, and $y$ need not be a Matsubara frequency.

```lean
/-- The quotient `N / D` has nonzero denominator and agrees with `G` at both imaginary frequencies
`iy` and `-iy`. -/
def MatchesPair (N D G : ℂ → ℂ) (y : ℝ) : Prop :=
  (D (I * y) ≠ 0 ∧ N (I * y) / D (I * y) = G (I * y)) ∧
  (D (-(I * y)) ≠ 0 ∧ N (-(I * y)) / D (-(I * y)) = G (-(I * y)))
```

The spectral function at real frequency $\omega$ with broadening $\eta$ is

$$A_\eta(\omega)=-\frac1\pi\,\operatorname{Im}G(\omega+i\eta).$$

In `spectral` the function `G` is an argument, so the same definition serves for the true Green's function and for the fit.

```lean
/-- Spectral function `-Im G(ω + iη) / π` at frequency `ω` with broadening `η`. -/
def spectral (G : ℂ → ℂ) (η ω : ℝ) : ℝ := -(G (ω + I * η)).im / Real.pi
```

## The data look like a single level at zero

For real $d$ and real $y\neq0$, the numbers $iy-d$ and $iy+d$ have imaginary part $y$, so neither vanishes. The proof compares imaginary parts in the same way.

```lean
/-- A nonzero imaginary frequency never meets a real level at `d` or `-d`. -/
theorem imaginary_off_levels (d : ℝ) {y : ℝ} (hy : y ≠ 0) :
    I * (y : ℂ) - d ≠ 0 ∧ I * (y : ℂ) + d ≠ 0 := by
  constructor <;> intro h <;> apply hy <;> simpa using congrArg Complex.im h
```

Away from the levels, a common denominator gives

$$g_d(z)=\frac12\,\frac{(z+d)+(z-d)}{(z-d)(z+d)}=\frac{z}{z^2-d^2}.$$

Here `div_add_div` forms the common denominator.

```lean
/-- Away from its levels, the Green's function of a level pair is `z / (z² - d²)`. -/
theorem levelPair_eq {d : ℝ} {z : ℂ} (h1 : z - d ≠ 0) (h2 : z + d ≠ 0) :
    levelPair d z = z / (z ^ 2 - (d : ℂ) ^ 2) := by
  unfold levelPair
  rw [div_add_div _ _ h1 h2, show z ^ 2 - (d : ℂ) ^ 2 = (z - d) * (z + d) by ring]
  ring
```

Replacing $z$ by $-z$ exchanges the two fractions and reverses their signs, so $g_d(-z)=-g_d(z)$.

```lean
/-- The Green's function of a level pair is odd in the frequency. -/
theorem levelPair_neg (d : ℝ) (z : ℂ) : levelPair d (-z) = -levelPair d z := by
  unfold levelPair
  rw [show -z - (d : ℂ) = -(z + d) by ring, show -z + (d : ℂ) = -(z - d) by ring,
    div_neg, div_neg]
  ring
```

At $z=iy$ we have $z^2-d^2=-(y^2+d^2)$, hence

$$iy\,g_d(iy)=\frac{(iy)^2}{-(y^2+d^2)}=\frac{y^2}{y^2+d^2}.$$

Weighting and summing over the pairs gives $iy\,G(iy)=Z(y)$, that is, $G(iy)=Z(y)/(iy)$. The proof also multiplies through by $iy$ and compares the sums term by term; `I_sq` supplies $i^2=-1$.

```lean
/-- At a nonzero imaginary frequency `iy` the Green's function has the value that a single
level at zero energy with the weight `retainedWeight w d y` would give. -/
theorem gappedG_imaginary (w d : ι → ℝ) {y : ℝ} (hy : y ≠ 0) :
    gappedG w d (I * y) = (retainedWeight w d y : ℂ) / (I * y) := by
  have hz : I * (y : ℂ) ≠ 0 := mul_ne_zero I_ne_zero (ofReal_ne_zero.2 hy)
  unfold gappedG retainedWeight
  rw [eq_div_iff hz, Finset.sum_mul, Complex.ofReal_sum]
  refine Finset.sum_congr rfl fun j _ => ?_
  obtain ⟨h1, h2⟩ := imaginary_off_levels (d j) hy
  have e : (I * (y : ℂ)) ^ 2 - (d j : ℂ) ^ 2 = -((y : ℂ) ^ 2 + (d j : ℂ) ^ 2) := by
    linear_combination (y : ℂ) ^ 2 * I_sq
  rw [levelPair_eq h1 h2, e, div_neg]
  push_cast
  linear_combination (-(w j : ℂ) * (y : ℂ) ^ 2 / ((y : ℂ) ^ 2 + (d j : ℂ) ^ 2)) * I_sq
```

## The retained weight lies between zero and one

Now let $w_j\ge0$, $\sum_j w_j=1$ and $y>0$. Some $w_k$ is positive, since otherwise the sum could not be one. Its term in $Z$ is positive and the others are nonnegative, so $Z>0$. If every $d_j$ is positive, each factor $y^2/(y^2+d_j^2)$ is below one. Then no term exceeds $w_j$, the term for $k$ is strictly smaller than $w_k$, and $Z<1$.

The theorem states both bounds, the upper one under the extra condition on the `d j`.

```lean
/-- For nonnegative weights of sum one and `y > 0`, the retained weight is positive;
if moreover all `d j` are positive, it is less than one. -/
theorem retainedWeight_bounds {w : ι → ℝ} (d : ι → ℝ) {y : ℝ} (hw : ∀ j, 0 ≤ w j)
    (hs : ∑ j, w j = 1) (hy : 0 < y) :
    0 < retainedWeight w d y ∧ ((∀ j, 0 < d j) → retainedWeight w d y < 1) := by
  -- some level pair carries weight
  obtain ⟨k, hk⟩ : ∃ k, 0 < w k := by
    by_contra h
    have h0 : ∑ j, w j ≤ 0 :=
      Finset.sum_nonpos fun j _ => le_of_not_gt fun hj => h ⟨j, hj⟩
    linarith
  constructor
  · exact Finset.sum_pos' (fun j _ => mul_nonneg (hw j) (by positivity))
      ⟨k, Finset.mem_univ k, mul_pos hk (by positivity)⟩
  · intro hd
    have hlt : ∀ j, y ^ 2 / (y ^ 2 + d j ^ 2) < 1 := fun j => by
      have := pow_pos (hd j) 2
      rw [div_lt_one (by positivity)]
      linarith
    rw [← hs]
    exact Finset.sum_lt_sum (fun j _ => mul_le_of_le_one_right (hw j) (hlt j).le)
      ⟨k, Finset.mem_univ k, mul_lt_of_lt_one_right hk (hlt k)⟩
```

## Two matching equations fix the pole

By oddness $G(-iy)=Z/(-iy)$. Matching $a/(z-b)$ at both points and clearing denominators gives

$$a\,(iy)=Z\,(iy-b),\qquad a\,(-iy)=Z\,(-iy-b).$$

The sum of the two is $0=-2Zb$. Since $Z\neq0$, it follows that $b=0$, and the first equation then gives $a=Z$. Conversely, $Z/z$ has a nonzero denominator at $\pm iy$ and takes the right values.

The theorem is this equivalence, for all complex `a` and `b`, so it contains both existence and uniqueness of the fit. In the proof `e1` and `e2` are the cleared equations, `hb` is half their sum, and `hZ` allows division by $Z$. Uniqueness needs $Z\neq0$: for $Z=0$, the choice $a=0$ would match with any $b\neq\pm iy$.

```lean
/-- For nonnegative weights of sum one and `y > 0`, the one-pole form `a / (z - b)` matches the
Green's function at `iy` and `-iy` exactly when `b = 0` and `a` is the retained weight. -/
theorem onePole_fit_iff {w : ι → ℝ} (d : ι → ℝ) {y : ℝ} (hw : ∀ j, 0 ≤ w j)
    (hs : ∑ j, w j = 1) (hy : 0 < y) (a b : ℂ) :
    MatchesPair (fun _ => a) (fun z => z - b) (gappedG w d) y ↔
      a = (retainedWeight w d y : ℂ) ∧ b = 0 := by
  have hz : I * (y : ℂ) ≠ 0 := mul_ne_zero I_ne_zero (ofReal_ne_zero.2 hy.ne')
  have hZ : (retainedWeight w d y : ℂ) ≠ 0 :=
    ofReal_ne_zero.2 (retainedWeight_bounds d hw hs hy).1.ne'
  have hp := gappedG_imaginary w d hy.ne'
  have hm : gappedG w d (-(I * y)) = (retainedWeight w d y : ℂ) / (-(I * y)) := by
    rw [div_neg, ← hp]
    simp only [gappedG, levelPair_neg, mul_neg, Finset.sum_neg_distrib]
  dsimp only [MatchesPair]
  rw [hp, hm]
  constructor
  · rintro ⟨⟨h1, e1⟩, ⟨h2, e2⟩⟩
    rw [div_eq_div_iff h1 hz] at e1
    rw [div_eq_div_iff h2 (neg_ne_zero.2 hz)] at e2
    -- the sum of the two conditions forces the pole to zero energy
    have hb : (retainedWeight w d y : ℂ) * b = 0 := by linear_combination (e1 + e2) / 2
    have hb0 : b = 0 := (mul_eq_zero.1 hb).resolve_left hZ
    exact ⟨mul_right_cancel₀ hz (by linear_combination e1 - hb), hb0⟩
  · rintro ⟨rfl, rfl⟩
    refine ⟨⟨?_, by rw [sub_zero]⟩, ⟨?_, by rw [sub_zero]⟩⟩
    · rw [sub_zero]
      exact hz
    · rw [sub_zero]
      exact neg_ne_zero.2 hz
```

For one pair with weight one, the result reads $b=0$ and $a=y^2/(y^2+d^2)$. At $y=d>0$, for example, half of the weight is lost. The proof takes the one-element type `Unit` as index set and simplifies the sums.

```lean
/-- For a single level pair and `y > 0`, the one-pole form `a / (z - b)` matches at `iy` and `-iy`
exactly when `a = y² / (y² + d²)` and `b = 0`. -/
theorem onePole_fit_levelPair (d : ℝ) {y : ℝ} (hy : 0 < y) (a b : ℂ) :
    MatchesPair (fun _ => a) (fun z => z - b) (levelPair d) y ↔
      a = ((y ^ 2 / (y ^ 2 + d ^ 2) : ℝ) : ℂ) ∧ b = 0 := by
  have h := onePole_fit_iff (w := fun _ : Unit => (1 : ℝ)) (fun _ => d)
    (fun _ => zero_le_one) (by simp) hy a b
  have hG : gappedG (fun _ : Unit => (1 : ℝ)) (fun _ => d) = levelPair d := by
    funext z
    simp [gappedG]
  have hR : retainedWeight (fun _ : Unit => (1 : ℝ)) (fun _ => d) y
      = y ^ 2 / (y ^ 2 + d ^ 2) := by
    simp [retainedWeight]
  rwa [hG, hR] at h
```

## An empty gap and a peak in its middle

Let $|\omega|<d_j$ for all $j$. No denominator of $G$ vanishes at $\omega$, so $G(\omega+i\eta)\to G(\omega)$ as $\eta\to0^+$. This limit is a sum of real numbers, hence $A_\eta(\omega)\to0$.

In the proof `hl` and `hG` give the limit for each pair and for the sum, and `hr` writes $G(\omega)$ as a real number. The filter `𝓝[>] 0` expresses that $\eta$ tends to zero from above. The weights may be any real numbers here.

```lean
/-- At a frequency `ω` with `|ω| < d j` for all `j`, the spectral function of the
Green's function tends to zero as the broadening tends to zero from above. -/
theorem spectral_gap (w d : ι → ℝ) {ω : ℝ} (hω : ∀ j, |ω| < d j) :
    Tendsto (fun η => spectral (gappedG w d) η ω) (𝓝[>] 0) (𝓝 0) := by
  have hz : Tendsto (fun η : ℝ => (ω : ℂ) + I * η) (𝓝 0) (𝓝 (ω : ℂ)) := by
    have hc : Continuous (fun η : ℝ => (ω : ℂ) + I * η) :=
      continuous_const.add (continuous_const.mul Complex.continuous_ofReal)
    simpa using hc.tendsto 0
  have hl : ∀ j, Tendsto (fun η : ℝ => levelPair (d j) ((ω : ℂ) + I * η)) (𝓝 0)
      (𝓝 (levelPair (d j) ω)) := fun j => by
    obtain ⟨hlo, hhi⟩ := abs_lt.1 (hω j)
    have h1 : (ω : ℂ) - d j ≠ 0 := by
      rw [← Complex.ofReal_sub]
      exact ofReal_ne_zero.2 (by linarith : ω - d j < 0).ne
    have h2 : (ω : ℂ) + d j ≠ 0 := by
      rw [← Complex.ofReal_add]
      exact ofReal_ne_zero.2 (by linarith : 0 < ω + d j).ne'
    unfold levelPair
    exact ((tendsto_const_nhds.div (hz.sub tendsto_const_nhds) h1).add
      (tendsto_const_nhds.div (hz.add tendsto_const_nhds) h2)).const_mul _
  have hG : Tendsto (fun η : ℝ => gappedG w d ((ω : ℂ) + I * η)) (𝓝 0)
      (𝓝 (gappedG w d ω)) :=
    tendsto_finsetSum Finset.univ fun j _ => (hl j).const_mul (w j : ℂ)
  -- on the real axis inside the gap the Green's function is real
  have hr : gappedG w d ω =
      ((∑ j, w j * (1 / 2 * (1 / (ω - d j) + 1 / (ω + d j))) : ℝ) : ℂ) := by
    unfold gappedG levelPair
    push_cast
    rfl
  have him := (((Complex.continuous_im.tendsto _).comp hG).neg).div_const Real.pi
  rw [hr, Complex.ofReal_im, neg_zero, zero_div] at him
  exact him.mono_left nhdsWithin_le_nhds
```

For a single pole $a/z$ with real $a>0$, the value at $z=i\eta$ is $-ia/\eta$, so

$$A_\eta(0)=\frac{a}{\pi\eta}\longrightarrow\infty\qquad(\eta\to0^+).$$

The proof establishes this formula for $A_\eta(0)$ and then uses the divergence of $\eta^{-1}$.

```lean
/-- The spectral function of a single pole `a / z` with `a > 0` diverges at zero frequency as the
broadening tends to zero from above. -/
theorem spectral_false_peak {a : ℝ} (ha : 0 < a) :
    Tendsto (fun η => spectral (fun z => (a : ℂ) / z) η 0) (𝓝[>] 0) atTop := by
  have h : ∀ η : ℝ, spectral (fun z => (a : ℂ) / z) η 0 = a / Real.pi * η⁻¹ := fun η => by
    have e : (a : ℂ) / (((0 : ℝ) : ℂ) + I * η) = ((-(a / η) : ℝ) : ℂ) * I := by
      simp only [Complex.ofReal_zero, Complex.ofReal_neg, Complex.ofReal_div, zero_add]
      rw [div_eq_mul_inv (a : ℂ) (I * η), mul_inv, Complex.inv_I]
      ring
    simp only [spectral, e, Complex.mul_im, Complex.ofReal_re, Complex.ofReal_im,
      Complex.I_im, Complex.I_re]
    ring
  simp only [h]
  exact tendsto_inv_nhdsGT_zero.const_mul_atTop (div_pos ha Real.pi_pos)

end

end UnderfittedPade
```

The fit is this single pole with $a=Z(y)$. If all $d_j$ are positive, zero energy lies inside the gap. At zero energy the true spectral function then tends to zero as $\eta\to0^+$, while that of the fit diverges. For a finite symmetric spectrum fitted with one pole at one pair of frequencies $\pm iy$, a peak at zero energy is therefore no evidence of a state there, even when the data are free of noise. The theorems say nothing about fits with more poles, about asymmetric spectra, or about other matching points, such as two frequencies on the positive imaginary axis.

```lean
#print axioms UnderfittedPade.onePole_fit_levelPair
#print axioms UnderfittedPade.spectral_gap
#print axioms UnderfittedPade.spectral_false_peak
```

```
'UnderfittedPade.onePole_fit_levelPair' depends on axioms: [propext, Classical.choice, Quot.sound]
'UnderfittedPade.spectral_gap' depends on axioms: [propext, Classical.choice, Quot.sound]
'UnderfittedPade.spectral_false_peak' depends on axioms: [propext, Classical.choice, Quot.sound]
```
